# Legendre polynomials of different order are orthogonal on [-1, 1], and P_n has squared norm 2/(2n+1)

If $P_1$ and $P_3$ overlapped on the sphere, the dipole term I extract from an axially symmetric potential would be contaminated by any octupole present. I integrate the potential against $P_n(u)$, with $u=\cos\theta$, and multiply by $(2n+1)/2$. Parity tells me that even and odd orders separate, but $P_1$ and $P_3$ are both odd. All I have is the recurrence that generates the polynomials:

$$P_0=1,\quad P_1=u,\quad (n+2)P_{n+2}=(2n+3)\,u\,P_{n+1}-(n+1)P_n .$$

Can I see from this alone that the overlap vanishes, and where the factor $(2n+1)/2$ comes from?

## From the recurrence to zero overlap

Yes. The recurrence implies that $P_n$ is orthogonal to every polynomial of lower degree, which settles the equal-parity case too. A prime denotes $d/du$, and all integrals run over $[-1,1]$.

**Derivatives.** Two relations hold for every $n\ge 0$:

$$P'_{n+1}=uP'_n+(n+1)P_n,\qquad uP'_{n+1}-P'_n=(n+1)P_{n+1}.$$

For $n=0$ they read $1=1$ and $u=u$. Suppose that they hold for $n$. Differentiate the recurrence and eliminate $P'_n$ with the second relation:

$$(n+2)P'_{n+2}=(n+2)uP'_{n+1}+\big[(2n+3)+(n+1)^2\big]P_{n+1}.$$

The bracket is $(n+2)^2$, so division by $n+2$ gives the first relation for $n+1$. Multiply that result by $u$, subtract $P'_{n+1}$, and use both relations for $n$:

$$uP'_{n+2}-P'_{n+1}=(2n+3)uP_{n+1}-(n+1)P_n=(n+2)P_{n+2}.$$

This is the second relation for $n+1$.

**Endpoints and degree.** At $u=1$ the recurrence preserves the value 1, because $(2n+3)-(n+1)=n+2$. At $u=-1$ the same arithmetic gives $P_n(-1)=(-1)^n$. Each step raises the degree by at most one, so $\deg P_n\le n$.

**Moments.** Combining the first relation for $n+1$ with the second for $n$ gives

$$(2n+3)P_{n+1}=P'_{n+2}-P'_n .$$

The polynomials $P_{n+2}$ and $P_n$ agree at both endpoints, so $\int P_{n+1}\,du=0$. For higher powers, write the recurrence as

$$(2j+3)u^{k+1}P_{j+1}=(j+2)u^kP_{j+2}+(j+1)u^kP_j .$$

If $k+1<j+1$, then $k$ is below both $j$ and $j+2$, and both integrals on the right vanish by induction on $k$. Hence $\int u^kP_n\,du=0$ for all $k<n$, and by linearity $\int qP_n\,du=0$ whenever $\deg q<n$. For $m\ne n$, the polynomial of smaller order plays the part of $q$.

**Norm.** Let $I_n=\int P_n^2\,du$. Since $P_n(\pm1)^2=1$,

$$2=\big[uP_n^2\big]_{-1}^{1}=I_n+2\int uP'_nP_n\,du .$$

For $n\ge1$, $uP'_n=nP_n+P'_{n-1}$, and $P'_{n-1}$ has degree below $n$, so the last integral is $nI_n$. For $n=0$ it is zero, which is also $nI_n$. Therefore $(2n+1)I_n=2$, and your factor is $1/I_n$.

## A sphere held at a potential proportional to cos³θ

Let a sphere of radius $R$ carry the surface potential $V_0u^3$, with no charge outside and a potential that vanishes at infinity. The recurrence gives $P_3=(5u^3-3u)/2$. The overlap that worried you is

$$\int P_1P_3\,du=\tfrac12\left(5\cdot\tfrac25-3\cdot\tfrac23\right)=0 .$$

The coefficients of $u^3$ are

$$c_1=\tfrac32\int u^4\,du=\tfrac35,\qquad c_3=\tfrac72\int u^3P_3\,du=\tfrac72\cdot\tfrac4{35}=\tfrac25,$$

while $c_0=c_2=0$ by parity. Indeed $\tfrac35P_1+\tfrac25P_3=u^3$. Attaching the decaying radial factor to each order gives, at distance $r\ge R$,

$$\phi(r,u)=V_0\left[\tfrac35\left(\tfrac Rr\right)^2P_1(u)+\tfrac25\left(\tfrac Rr\right)^4P_3(u)\right].$$

The surface potential has no linear term in $u$, yet it has a dipole part.

In quantum scattering from a central potential, the same projection isolates one partial wave from a finite partial-wave sum, applied separately to the real and imaginary parts of the amplitude.

## The orthogonality integral and the projection formula in Lean

`legendreP n` is $P_n$ as a real polynomial, an element of `ℝ[X]`; the formal variable `X` is $u$, and `C` embeds a real number as a constant polynomial. The order `n` is a natural number starting at 0, the monopole. The definition solves the recurrence for its highest member, and `legendreP_recurrence` recovers the usual form.

The theorem `legendre_orthogonality` says that, for all natural `m` and `n`, the integral over $[-1,1]$ of the product of the values of $P_m$ and $P_n$ is $2/(2n+1)$ if `m = n` and 0 otherwise. The measure is $du$, equivalent to $\sin\theta\,d\theta$ on $0\le\theta\le\pi$, without the azimuthal factor $2\pi$. The convention is $P_n(1)=1$; the functions of unit norm are $\sqrt{(2n+1)/2}\,P_n$.

The theorem `legendre_coefficient` takes real coefficients `c`, a cutoff `N` and an order `n < N`. It says that $(2n+1)/2$ times the integral of $\sum_{k=0}^{N-1}c_kP_k$ against $P_n$ is $c_n$. The potential of a real charge distribution usually has infinitely many multipoles. Passing to that case requires exchanging the sum and the integral, which uniform convergence on the chosen sphere would justify.

```lean
import Mathlib

open Polynomial

namespace LegendreOrthogonality

noncomputable section

/-- The Legendre polynomials, built from `P₀ = 1`, `P₁ = u` by the three-term recurrence
solved for its highest member. -/
def legendreP : ℕ → ℝ[X]
  | 0 => 1
  | 1 => X
  | n + 2 => C (1 / ((n : ℝ) + 2)) *
      (C (2 * (n : ℝ) + 3) * (X * legendreP (n + 1)) - C ((n : ℝ) + 1) * legendreP n)

/-- The integral of a polynomial in `u = cos θ` over `[-1, 1]`, as a linear functional. -/
def polarIntegral : ℝ[X] →ₗ[ℝ] ℝ where
  toFun p := ∫ u in (-1 : ℝ)..1, p.eval u
  map_add' p q := by
    simp only [eval_add]
    exact intervalIntegral.integral_add (p.continuous.intervalIntegrable _ _)
      (q.continuous.intervalIntegrable _ _)
  map_smul' c p := by
    simp only [eval_smul, smul_eq_mul, RingHom.id_apply, intervalIntegral.integral_const_mul]

/-- The three-term recurrence `(n+2) P_(n+2) = (2n+3) u P_(n+1) - (n+1) P_n`. -/
theorem legendreP_recurrence (n : ℕ) :
    ((n : ℝ[X]) + 2) * legendreP (n + 2) =
      (2 * (n : ℝ[X]) + 3) * X * legendreP (n + 1) - ((n : ℝ[X]) + 1) * legendreP n := by
  have e : legendreP (n + 2) = C (1 / ((n : ℝ) + 2)) *
      (C (2 * (n : ℝ) + 3) * (X * legendreP (n + 1)) - C ((n : ℝ) + 1) * legendreP n) := rfl
  have c2 : C ((n : ℝ) + 2) = (n : ℝ[X]) + 2 := by
    simpa only [Nat.cast_add, Nat.cast_ofNat] using
      map_natCast (C : ℝ →+* ℝ[X]) (n + 2)
  have c3 : C (2 * (n : ℝ) + 3) = 2 * (n : ℝ[X]) + 3 := by
    simpa only [Nat.cast_add, Nat.cast_mul, Nat.cast_ofNat] using
      map_natCast (C : ℝ →+* ℝ[X]) (2 * n + 3)
  have c1 : C ((n : ℝ) + 1) = (n : ℝ[X]) + 1 := by simp
  have h : ((n : ℝ[X]) + 2) * C (1 / ((n : ℝ) + 2)) = 1 := by
    rw [← c2, ← C_mul, mul_one_div_cancel (by positivity), C_1]
  rw [e, c3, c1, ← mul_assoc, h]
  ring

/-- The ladder relations `P'_(n+1) = u P'_n + (n+1) P_n` and
`u P'_(n+1) - P'_n = (n+1) P_(n+1)`. -/
theorem derivative_ladder (n : ℕ) :
    derivative (legendreP (n + 1)) =
        X * derivative (legendreP n) + ((n : ℝ[X]) + 1) * legendreP n ∧
      X * derivative (legendreP (n + 1)) - derivative (legendreP n) =
        ((n : ℝ[X]) + 1) * legendreP (n + 1) := by
  induction n with
  | zero => simp [legendreP]
  | succ n ih =>
    have hn : (n : ℝ[X]) + 2 ≠ 0 := by exact_mod_cast Nat.succ_ne_zero (n + 1)
    have r := legendreP_recurrence n
    -- differentiate the recurrence
    have d := congrArg derivative r
    simp only [derivative_mul, derivative_sub, derivative_add, derivative_X,
      derivative_natCast, derivative_ofNat, derivative_one] at d
    have A : derivative (legendreP (n + 2)) =
        X * derivative (legendreP (n + 1)) + ((n : ℝ[X]) + 2) * legendreP (n + 1) := by
      apply mul_left_cancel₀ hn
      linear_combination d + ((n : ℝ[X]) + 1) * ih.2
    have B : X * derivative (legendreP (n + 2)) - derivative (legendreP (n + 1)) =
        ((n : ℝ[X]) + 2) * legendreP (n + 2) := by
      linear_combination X * A - r + X * ih.2 - ih.1
    have c : ((n + 1 : ℕ) : ℝ[X]) + 1 = (n : ℝ[X]) + 2 := by push_cast; ring
    rw [c]
    exact ⟨A, B⟩

/-- On the axis, `P_n(1) = 1` and `P_n(-1) = (-1)^n`. -/
theorem legendreP_endpoints : ∀ n : ℕ,
    (legendreP n).eval 1 = 1 ∧ (legendreP n).eval (-1) = (-1) ^ n
  | 0 => by simp [legendreP]
  | 1 => by simp [legendreP]
  | n + 2 => by
    obtain ⟨a0, b0⟩ := legendreP_endpoints n
    obtain ⟨a1, b1⟩ := legendreP_endpoints (n + 1)
    have hn : (n : ℝ) + 2 ≠ 0 := by positivity
    have r1 := congrArg (eval (1 : ℝ)) (legendreP_recurrence n)
    have r2 := congrArg (eval (-1 : ℝ)) (legendreP_recurrence n)
    simp only [eval_mul, eval_sub, eval_add, eval_natCast, eval_ofNat, eval_one, eval_X,
      a0, a1, b0, b1] at r1 r2
    constructor
    · apply mul_left_cancel₀ hn
      linear_combination r1
    · apply mul_left_cancel₀ hn
      linear_combination r2

/-- The polynomial `P_n` has degree at most `n`. -/
theorem legendreP_natDegree_le : ∀ n : ℕ, (legendreP n).natDegree ≤ n
  | 0 => by simp [legendreP]
  | 1 => by simp [legendreP]
  | n + 2 => by
    have h0 := legendreP_natDegree_le n
    have h1 := legendreP_natDegree_le (n + 1)
    have hX : (X * legendreP (n + 1)).natDegree ≤ n + 2 := by
      have h := natDegree_mul_le (p := (X : ℝ[X])) (q := legendreP (n + 1))
      rw [natDegree_X] at h
      omega
    rw [legendreP]
    refine (natDegree_C_mul_le _ _).trans ((natDegree_sub_le _ _).trans (max_le ?_ ?_))
    · exact (natDegree_C_mul_le _ _).trans hX
    · exact (natDegree_C_mul_le _ _).trans (by omega)

/-- A whole-number factor can be taken out of the integral. -/
theorem polarIntegral_natCast_mul (k : ℕ) (p : ℝ[X]) :
    polarIntegral ((k : ℝ[X]) * p) = (k : ℝ) * polarIntegral p := by
  rw [← nsmul_eq_mul, map_nsmul, nsmul_eq_mul]

/-- The integral of a derivative over `[-1, 1]` is the difference of the endpoint values. -/
theorem polarIntegral_derivative (p : ℝ[X]) :
    polarIntegral (derivative p) = p.eval 1 - p.eval (-1) :=
  intervalIntegral.integral_eq_sub_of_hasDerivAt (fun x _ => p.hasDerivAt x)
    ((derivative p).continuous.intervalIntegrable _ _)

/-- The moments `∫ u^k P_n du` over `[-1, 1]` vanish for `k < n`. -/
theorem moment_eq_zero (k : ℕ) :
    ∀ n : ℕ, k < n → polarIntegral (X ^ k * legendreP n) = 0 := by
  induction k with
  | zero =>
    intro n hn
    cases n with
    | zero => omega
    | succ j =>
      have hc : ((2 * j + 3 : ℕ) : ℝ) ≠ 0 := by positivity
      -- `P_(j+1)` is a total derivative
      have h : ((2 * j + 3 : ℕ) : ℝ[X]) * legendreP (j + 1) =
          derivative (legendreP (j + 2)) - derivative (legendreP j) := by
        have A : derivative (legendreP (j + 2)) = X * derivative (legendreP (j + 1)) +
          (((j + 1 : ℕ) : ℝ[X]) + 1) * legendreP (j + 1) := (derivative_ladder (j + 1)).1
        push_cast at A ⊢
        linear_combination -A - (derivative_ladder j).2
      have hJ := DFunLike.congr_arg polarIntegral h
      rw [polarIntegral_natCast_mul, map_sub, polarIntegral_derivative,
        polarIntegral_derivative, (legendreP_endpoints (j + 2)).1,
        (legendreP_endpoints (j + 2)).2, (legendreP_endpoints j).1,
        (legendreP_endpoints j).2] at hJ
      rw [pow_zero, one_mul]
      apply mul_left_cancel₀ hc
      linear_combination hJ
  | succ k ih =>
    intro n hn
    cases n with
    | zero => omega
    | succ j =>
      have hc : ((2 * j + 3 : ℕ) : ℝ) ≠ 0 := by positivity
      -- the recurrence trades one power of `u` for neighbouring orders
      have h : ((2 * j + 3 : ℕ) : ℝ[X]) * (X ^ (k + 1) * legendreP (j + 1)) =
          ((j + 2 : ℕ) : ℝ[X]) * (X ^ k * legendreP (j + 2)) +
            ((j + 1 : ℕ) : ℝ[X]) * (X ^ k * legendreP j) := by
        push_cast
        linear_combination -X ^ k * legendreP_recurrence j
      have hJ := DFunLike.congr_arg polarIntegral h
      rw [map_add, polarIntegral_natCast_mul, polarIntegral_natCast_mul,
        polarIntegral_natCast_mul, ih (j + 2) (by omega), ih j (by omega)] at hJ
      apply mul_left_cancel₀ hc
      linear_combination hJ

/-- `P_n` is orthogonal on `[-1, 1]` to every polynomial of degree below `n`. -/
theorem orthogonal_to_lower_degree (q : ℝ[X]) (n : ℕ) (hq : q.natDegree < n) :
    polarIntegral (q * legendreP n) = 0 := by
  rw [as_sum_range' q n hq, Finset.sum_mul, map_sum]
  refine Finset.sum_eq_zero fun i hi => ?_
  rw [← smul_X_eq_monomial, smul_mul_assoc, map_smul,
    moment_eq_zero i n (Finset.mem_range.mp hi), smul_zero]

/-- Legendre orthogonality: the integral of `P_m P_n` over `[-1, 1]` is `2/(2n+1)` for `m = n`
and zero for `m ≠ n`. -/
theorem legendre_orthogonality (m n : ℕ) :
    ∫ u in (-1 : ℝ)..1, (legendreP m).eval u * (legendreP n).eval u =
      if m = n then 2 / (2 * (n : ℝ) + 1) else 0 := by
  have hJ : ∫ u in (-1 : ℝ)..1, (legendreP m).eval u * (legendreP n).eval u =
      polarIntegral (legendreP m * legendreP n) := by
    change _ = ∫ u in (-1 : ℝ)..1, (legendreP m * legendreP n).eval u
    simp only [eval_mul]
  rw [hJ]
  split_ifs with h
  · rw [h]
    -- `u P'_k` equals `k P_k` up to a polynomial of lower degree
    have hX : ∀ k : ℕ, polarIntegral (X * derivative (legendreP k) * legendreP k) =
        (k : ℝ) * polarIntegral (legendreP k * legendreP k) := by
      intro k
      cases k with
      | zero => simp [legendreP]
      | succ k =>
        have e : X * derivative (legendreP (k + 1)) * legendreP (k + 1) =
            ((k + 1 : ℕ) : ℝ[X]) * (legendreP (k + 1) * legendreP (k + 1)) +
              derivative (legendreP k) * legendreP (k + 1) := by
          push_cast
          linear_combination legendreP (k + 1) * (derivative_ladder k).2
        have hd : (derivative (legendreP k)).natDegree < k + 1 := by
          have h1 := natDegree_derivative_le (legendreP k)
          have h2 := legendreP_natDegree_le k
          omega
        rw [e, map_add, polarIntegral_natCast_mul, orthogonal_to_lower_degree _ _ hd, add_zero]
    -- integrate the total derivative of `u P_n²`
    have hF := polarIntegral_derivative (X * (legendreP n * legendreP n))
    have e : derivative (X * (legendreP n * legendreP n)) = legendreP n * legendreP n +
        ((2 : ℕ) : ℝ[X]) * (X * derivative (legendreP n) * legendreP n) := by
      simp only [derivative_mul, derivative_X]
      push_cast
      ring
    have hs : (-1 : ℝ) ^ n * (-1) ^ n = 1 := by rw [← mul_pow]; simp
    rw [e, map_add, polarIntegral_natCast_mul, hX n] at hF
    simp only [eval_mul, eval_X, (legendreP_endpoints n).1, (legendreP_endpoints n).2, hs] at hF
    push_cast at hF
    rw [eq_div_iff (by positivity)]
    linear_combination hF
  · rcases lt_or_gt_of_ne h with hlt | hgt
    · exact orthogonal_to_lower_degree _ _ ((legendreP_natDegree_le m).trans_lt hlt)
    · rw [mul_comm]
      exact orthogonal_to_lower_degree _ _ ((legendreP_natDegree_le n).trans_lt hgt)

/-- Projection formula: in a finite Legendre series `∑ c_k P_k` with `k < N`, each coefficient
`c_n` with `n < N` is `(2n+1)/2` times the integral of the series against `P_n`. -/
theorem legendre_coefficient (c : ℕ → ℝ) (N n : ℕ) (hn : n < N) :
    (2 * (n : ℝ) + 1) / 2 * ∫ u in (-1 : ℝ)..1,
      (∑ k ∈ Finset.range N, c k * (legendreP k).eval u) * (legendreP n).eval u = c n := by
  have hJ : ∀ k, polarIntegral (legendreP k * legendreP n) =
      if k = n then 2 / (2 * (n : ℝ) + 1) else 0 := by
    intro k
    rw [← legendre_orthogonality k n]
    change ∫ u in (-1 : ℝ)..1, (legendreP k * legendreP n).eval u = _
    simp only [eval_mul]
  have hS : ∫ u in (-1 : ℝ)..1,
      (∑ k ∈ Finset.range N, c k * (legendreP k).eval u) * (legendreP n).eval u =
      polarIntegral ((∑ k ∈ Finset.range N, c k • legendreP k) * legendreP n) := by
    change _ = ∫ u in (-1 : ℝ)..1,
      ((∑ k ∈ Finset.range N, c k • legendreP k) * legendreP n).eval u
    simp only [eval_mul, eval_finsetSum, eval_smul, smul_eq_mul]
  have hpos : 2 * (n : ℝ) + 1 ≠ 0 := by positivity
  rw [hS, Finset.sum_mul, map_sum]
  simp only [smul_mul_assoc, map_smul, hJ, smul_eq_mul]
  -- only the term `k = n` survives
  rw [Finset.sum_eq_single n (fun k _ hk => by rw [if_neg hk, mul_zero])
    (fun h => absurd (Finset.mem_range.mpr hn) h), if_pos rfl]
  field_simp

end

end LegendreOrthogonality
```

```lean
#print axioms LegendreOrthogonality.legendre_orthogonality
#print axioms LegendreOrthogonality.legendre_coefficient
```

```
'LegendreOrthogonality.legendre_orthogonality' depends on axioms: [propext, Classical.choice, Quot.sound]
'LegendreOrthogonality.legendre_coefficient' depends on axioms: [propext, Classical.choice, Quot.sound]
```

## Where each step of the derivation sits in the proof

`derivative_ladder` proves the two derivative relations together, because each induction step needs both. It differentiates the recurrence, and `linear_combination` carries out the eliminations above; `mul_left_cancel₀` removes the common factor $n+2$. `legendreP_endpoints` and `legendreP_natDegree_le` supply the endpoint values and the degree bound by recursion on the two preceding orders.

The functional `polarIntegral` packages integration over $[-1,1]$ as a linear map, so that polynomial identities can be integrated term by term. `polarIntegral_derivative` is the fundamental theorem of calculus for polynomials.

`moment_eq_zero` is the induction on `k`. Its statement ranges over all `n` at each stage, since the step from `k` to `k + 1` uses the orders `j` and `j + 2`. `orthogonal_to_lower_degree` then expands `q` in monomials and applies the moment result to each.

In `legendre_orthogonality`, `split_ifs` separates equal from unequal orders. For equal orders, `hX` is the identity $\int uP'_kP_k\,du=k\int P_k^2\,du$, and `hF` integrates the derivative of $uP_n^2$; together they give $(2n+1)I_n=2$. For unequal orders, the proof distinguishes $m<n$ from $m>n$ and uses the degree bound on the lower one.

Finally, `legendre_coefficient` distributes the integral over the finite sum. `Finset.sum_eq_single` keeps the term $k=n$, and the prefactor cancels the squared norm of $P_n$.
